# Sine DVR: the sine transform diagonalizes $\cos(\pi x)$ in a finite particle-in-a-box basis

Take the two lowest particle-in-a-box functions on $[0,1]$, $\sqrt2\sin(\pi x)$ and $\sqrt2\sin(2\pi x)$. Multiplication by $\cos(\pi x)$ turns the first into half the second. It turns the second into half the first plus half of $\sqrt2\sin(3\pi x)$, which lies outside the basis. The matrix of $\cos(\pi x)$ and an orthogonal matrix that diagonalizes it are therefore

$$X=\begin{pmatrix}0&\tfrac12\\ \tfrac12&0\end{pmatrix},\qquad U=\frac1{\sqrt2}\begin{pmatrix}1&1\\1&-1\end{pmatrix}.$$

The eigenvalues $\pm\tfrac12$ are $\cos(\pi/3)$ and $\cos(2\pi/3)$, the values of $\cos(\pi x)$ at $x=\tfrac13$ and $x=\tfrac23$. Diagonalizing the matrix has produced a grid, the starting point of a discrete variable representation (DVR).

## From box functions to grid points

For $N$ functions $\varphi_n(x)=\sqrt2\sin(n\pi x)$, $n=1,\dots,N$, let $X_{mn}=\int_0^1\varphi_m\cos(\pi x)\,\varphi_n\,dx$. Put $x_j=j/(N+1)$, $\theta_j=\pi x_j$ and $U_{jn}=\sqrt{2/(N+1)}\,\sin(n\theta_j)$, with $j=1,\dots,N$. The claim is that $X$ has entries $\tfrac12$ beside the diagonal and zeros elsewhere, that $U$ is symmetric with $U^2=1$, and that $UXU=D$ with $D=\mathrm{diag}(\cos\theta_j)$.

**The matrix.** For an integer $k\neq0$, $\int_0^1\cos(k\pi x)\,dx=\sin(k\pi)/(k\pi)=0$; for $k=0$ the integral is 1. Since $\varphi_m\varphi_n=\cos((m-n)\pi x)-\cos((m+n)\pi x)$, the functions are orthonormal. The addition formulas give $\cos(\pi x)\,\varphi_n=\tfrac12(\varphi_{n+1}+\varphi_{n-1})$, with $\varphi_0=0$, so

$$X_{mn}=\tfrac12(\delta_{m,n+1}+\delta_{m,n-1}).$$

**The eigenvectors.** The sequence $\sin(n\theta_j)$ vanishes at $n=0$ and $n=N+1$, so every row of $X$, including the first and last, averages two neighbours:

$$\tfrac12\big[\sin((n+1)\theta_j)+\sin((n-1)\theta_j)\big]=\cos\theta_j\,\sin(n\theta_j).$$

Since $U$ is symmetric, this says $XU=UD$.

**Orthogonality on the grid.** Let $C_p=\sum_{n=0}^{N}\cos(np\pi/(N+1))$. Then

$$\sum_{n=0}^{N}\sin(n\theta_j)\sin(n\theta_k)=\tfrac12(C_{j-k}-C_{j+k}).$$

For $0<|p|<2(N+1)$ set $t=p\pi/(2(N+1))$. Summing $2\sin t\cos(2nt)=\sin((2n+1)t)-\sin((2n-1)t)$ telescopes to

$$2\sin t\;C_p=\sin(p\pi-t)+\sin t=(1-\cos p\pi)\sin t.$$

Here $0<|t|<\pi$, so $\sin t\neq0$ and $C_p=\tfrac12(1-(-1)^p)$. It is wrong to set every $C_p$ with $p\ne0$ to zero: for odd $p$ it equals 1. The off-diagonal sums vanish because $j-k$ and $j+k$ have the same parity. For $j=k$ we have $C_0=N+1$ and $C_{2j}=0$, so the sum is $(N+1)/2$. The prefactor $2/(N+1)$ then gives $U^2=1$, and $UXU=U^2D=D$.

**Localized functions.** Let $\chi_j=\sum_nU_{jn}\varphi_n$. Because $\varphi_n(x_k)=\sqrt{N+1}\,U_{nk}$, we get $\chi_j(x_k)=\sqrt{N+1}\,(U^2)_{jk}=\sqrt{N+1}\,\delta_{jk}$.

## Matrices and grid in Lean

```lean
import Mathlib

open Real

namespace SineDVR

noncomputable section
```

The box has length 1, and `sineBasis` is defined for every natural number, including 0, where it is the zero function.

```lean
/-- The box function `√2 sin(nπx)` on the interval `[0,1]`. -/
def sineBasis (n : ℕ) (x : ℝ) : ℝ := √2 * sin (n * π * x)
```

Matrices are indexed by `Fin N`, which counts from 0, so index `i` stands for quantum number or grid label $i+1$. The entries of `cosMatrix` are actual integrals; the tridiagonal form is proved later.

```lean
/-- The matrix of `cos(πx)` in the first `N` box functions; index `i` stands for
quantum number `i + 1`. -/
def cosMatrix (N : ℕ) : Matrix (Fin N) (Fin N) ℝ :=
  Matrix.of fun m n => ∫ x in (0 : ℝ)..1,
    sineBasis ((m : ℕ) + 1) x * cos (π * x) * sineBasis ((n : ℕ) + 1) x
```

The next three definitions are $U$, $x_j$ and $\chi_j$, with the same shift of the index.

```lean
/-- The sine transform `√(2/(N+1)) sin(πjn/(N+1))` with `j, n = 1, …, N`. -/
def sineTransform (N : ℕ) : Matrix (Fin N) (Fin N) ℝ :=
  Matrix.of fun j n => √(2 / ((N : ℝ) + 1)) *
    sin (π * (((j : ℕ) : ℝ) + 1) * (((n : ℕ) : ℝ) + 1) / ((N : ℝ) + 1))

/-- The grid points `j/(N+1)`, `j = 1, …, N`, inside the box. -/
def gridPoint (N : ℕ) (j : Fin N) : ℝ := (((j : ℕ) : ℝ) + 1) / ((N : ℝ) + 1)

/-- The DVR function `χ_j`, the combination of box functions with coefficients from row `j`
of the sine transform. -/
def dvrFunction (N : ℕ) (j : Fin N) (x : ℝ) : ℝ :=
  ∑ n : Fin N, sineTransform N j n * sineBasis ((n : ℕ) + 1) x
```

## Integrals and the tridiagonal matrix

The first lemma finds the integral from an antiderivative, after separating the case `k = 0`.

```lean
/-- The integral of `cos(kπx)` over the box is one for `k = 0` and zero for every other
integer `k`. -/
theorem integral_cos_int (k : ℤ) :
    ∫ x in (0 : ℝ)..1, cos (k * π * x) = if k = 0 then 1 else 0 := by
  split_ifs with hk
  · simp [hk]
  · have hk' : (k : ℝ) * π ≠ 0 := mul_ne_zero (Int.cast_ne_zero.mpr hk) pi_ne_zero
    have hd : ∀ x ∈ Set.uIcc (0 : ℝ) 1,
        HasDerivAt (fun y : ℝ => sin (k * π * y) / (k * π)) (cos (k * π * x)) x := by
      intro x _
      have h := (((hasDerivAt_id' x).const_mul ((k : ℝ) * π)).sin).div_const ((k : ℝ) * π)
      refine h.congr_deriv ?_
      simp only [mul_one]
      exact mul_div_cancel_right₀ _ hk'
    rw [intervalIntegral.integral_eq_sub_of_hasDerivAt hd
      ((by fun_prop : Continuous fun x : ℝ => cos (k * π * x)).intervalIntegrable _ _)]
    simp only [mul_one, mul_zero, sin_int_mul_pi, sin_zero, zero_div, sub_zero]
```

Orthonormality follows from the product formula. Only `m` must be positive: the case `n = 0` is allowed, and it is needed for the first column of $X$.

```lean
/-- The box functions are orthonormal on `[0,1]`. -/
theorem sineBasis_orthonormal (m n : ℕ) (hm : 0 < m) :
    ∫ x in (0 : ℝ)..1, sineBasis m x * sineBasis n x = if m = n then 1 else 0 := by
  have s : √(2 : ℝ) * √2 = 2 := Real.mul_self_sqrt (by norm_num)
  have h : ∀ x : ℝ, sineBasis m x * sineBasis n x =
      cos (((m - n : ℤ) : ℝ) * π * x) - cos (((m + n : ℤ) : ℝ) * π * x) := by
    intro x
    push_cast
    rw [sub_mul, sub_mul, add_mul, add_mul, cos_sub, cos_add]
    unfold sineBasis
    linear_combination (sin (m * π * x) * sin (n * π * x)) * s
  simp_rw [h]
  rw [intervalIntegral.integral_sub (Continuous.intervalIntegrable (by fun_prop) _ _)
    (Continuous.intervalIntegrable (by fun_prop) _ _), integral_cos_int, integral_cos_int,
    if_neg (show (m + n : ℤ) ≠ 0 by omega), sub_zero]
  by_cases e : m = n
  · rw [if_pos e, if_pos (by omega)]
  · rw [if_neg e, if_neg (by omega)]
```

The neighbour relation is stated for `n + 1`, so that the lower neighbour `n` is always a natural number.

```lean
/-- Multiplication by `cos(πx)` turns a box function into the average of its two neighbours. -/
theorem cos_mul_sineBasis (n : ℕ) (x : ℝ) :
    cos (π * x) * sineBasis (n + 1) x = (sineBasis (n + 2) x + sineBasis n x) / 2 := by
  have h2 : ((n + 2 : ℕ) : ℝ) * π * x = ((n + 1 : ℕ) : ℝ) * π * x + π * x := by
    push_cast; ring
  have h0 : (n : ℝ) * π * x = ((n + 1 : ℕ) : ℝ) * π * x - π * x := by
    push_cast; ring
  simp only [sineBasis]
  rw [h2, h0, sin_add, sin_sub]
  ring
```

Substituting it under the integral leaves two overlaps, each 0 or 1. The condition in the theorem says that `m` and `n` differ by one.

```lean
/-- The matrix of `cos(πx)` is tridiagonal, with `1/2` beside the diagonal and zeros
elsewhere. -/
theorem cosMatrix_apply (N : ℕ) (m n : Fin N) :
    cosMatrix N m n = if (m : ℕ) + 1 = n ∨ (n : ℕ) + 1 = m then 1 / 2 else 0 := by
  have h : ∀ x, sineBasis ((m : ℕ) + 1) x * cos (π * x) * sineBasis ((n : ℕ) + 1) x =
      1 / 2 * (sineBasis ((m : ℕ) + 1) x * sineBasis ((n : ℕ) + 2) x) +
      1 / 2 * (sineBasis ((m : ℕ) + 1) x * sineBasis (n : ℕ) x) := by
    intro x
    rw [mul_assoc, cos_mul_sineBasis]
    ring
  have hi : ∀ a b : ℕ, IntervalIntegrable
      (fun x => 1 / 2 * (sineBasis a x * sineBasis b x)) MeasureTheory.volume 0 1 :=
    fun a b => Continuous.intervalIntegrable (by unfold sineBasis; fun_prop) _ _
  simp only [cosMatrix, Matrix.of_apply, h]
  rw [intervalIntegral.integral_add (hi _ _) (hi _ _), intervalIntegral.integral_const_mul,
    intervalIntegral.integral_const_mul, sineBasis_orthonormal _ _ (Nat.succ_pos _),
    sineBasis_orthonormal _ _ (Nat.succ_pos _)]
  split_ifs <;> first | omega | norm_num
```

## Extending a column to the walls

The proof turns on the next lemma. A column of $U$ has only $N$ entries, so its end entries lack a neighbour. The lemma takes a sequence `g : ℕ → ℝ` instead, with zeros at `0` and `N + 1`, and one formula then covers all rows.

In the proof, `Finset.sum_range` turns the sum over `Fin N` into one over natural numbers below `N`, and `Finset.sum_ite_eq'` picks out the single surviving term. If the upper neighbour lies outside the range, it is site `N + 1` and `hN` supplies the zero; in the first row, `h0` does the same for the lower neighbour.

```lean
/-- On a sequence that vanishes at `0` and `N + 1`, the matrix of `cos(πx)` acts as the average
over the two neighbouring sites. -/
theorem cosMatrix_sum (N : ℕ) (g : ℕ → ℝ) (h0 : g 0 = 0) (hN : g (N + 1) = 0) (m : Fin N) :
    ∑ n : Fin N, cosMatrix N m n * g ((n : ℕ) + 1) = (g ((m : ℕ) + 2) + g m) / 2 := by
  obtain ⟨m, hm⟩ := m
  calc _ = ∑ i ∈ Finset.range N, ((if i = m + 1 then g (i + 1) / 2 else 0) +
          (if i + 1 = m then g (i + 1) / 2 else 0)) := by
        rw [Finset.sum_range]
        apply Finset.sum_congr rfl
        intro n _
        rw [cosMatrix_apply]
        dsimp only
        split_ifs <;> first | omega | ring
    _ = g (m + 2) / 2 + g m / 2 := by
        rw [Finset.sum_add_distrib]
        congr 1
        · rw [Finset.sum_ite_eq']
          split_ifs with h
          · rfl
          · have h' : m + 2 = N + 1 := by
              rw [Finset.mem_range] at h
              omega
            rw [h', hN, zero_div]
        · rcases m with _ | k
          · simp [h0]
          · simp only [add_left_inj]
            rw [Finset.sum_ite_eq', if_pos (Finset.mem_range.2 (by omega))]
    _ = (g (m + 2) + g m) / 2 := by ring
```

## Discrete orthogonality

The telescoping sum is proved by induction on the number of terms `M`.

```lean
/-- The telescoped form of a sum of cosines at equally spaced angles. -/
theorem sum_cos_telescope (M : ℕ) (t : ℝ) :
    2 * sin t * ∑ n ∈ Finset.range M, cos (n * (2 * t)) = sin (2 * M * t - t) + sin t := by
  induction M with
  | zero => simp
  | succ M ih =>
    have a : 2 * ((M + 1 : ℕ) : ℝ) * t - t = M * (2 * t) + t := by push_cast; ring
    have b : 2 * (M : ℝ) * t - t = M * (2 * t) - t := by ring
    rw [Finset.sum_range_succ, mul_add, ih, a, b, sin_add, sin_sub]
    ring
```

Inside the next proof, `grid` evaluates $C_p$ for nonzero $p$ with $|p|<2(N+1)$, and `parity` identifies $\cos((j+k)\pi)$ with $\cos((j-k)\pi)$. Here `j` and `k` are the labels $1,\dots,N$ themselves.

```lean
/-- Sines with quantum numbers between `1` and `N` are orthogonal on the grid, with squared
norm `(N+1)/2`. -/
theorem discrete_orthogonality (N j k : ℕ) (hj : 0 < j) (hj' : j ≤ N) (hk : 0 < k)
    (hk' : k ≤ N) :
    ∑ n ∈ Finset.range (N + 1), sin (n * (j * π / ((N : ℝ) + 1))) *
      sin (n * (k * π / ((N : ℝ) + 1))) = if j = k then ((N : ℝ) + 1) / 2 else 0 := by
  have hN : (0 : ℝ) < 2 * ((N : ℝ) + 1) := by positivity
  -- for nonzero p with |p| < 2(N+1), the cosine sum depends only on the parity of p
  have grid : ∀ p : ℤ, p ≠ 0 → -(2 * ((N : ℤ) + 1)) < p → p < 2 * ((N : ℤ) + 1) →
      ∑ n ∈ Finset.range (N + 1), cos (n * (p * π / ((N : ℝ) + 1))) =
        (1 - cos (p * π)) / 2 := by
    intro p hp h1 h2
    have h1' : -(2 * ((N : ℝ) + 1)) < p := by exact_mod_cast h1
    have h2' : (p : ℝ) < 2 * ((N : ℝ) + 1) := by exact_mod_cast h2
    obtain ⟨t, ht⟩ : ∃ t : ℝ, t = p * π / (2 * ((N : ℝ) + 1)) := ⟨_, rfl⟩
    have key : 2 * ((N + 1 : ℕ) : ℝ) * t = p * π := by
      rw [ht]; push_cast; field_simp
    have e : p * π / ((N : ℝ) + 1) = 2 * t := by rw [ht]; field_simp
    have l1 : -π < t := by
      rw [ht, lt_div_iff₀ hN]
      linarith [mul_lt_mul_of_pos_right h1' pi_pos]
    have l2 : t < π := by
      rw [ht, div_lt_iff₀ hN]
      linarith [mul_lt_mul_of_pos_right h2' pi_pos]
    have hs : sin t ≠ 0 := by
      intro h
      rw [sin_eq_zero_iff_of_lt_of_lt l1 l2] at h
      rw [h, mul_zero] at key
      exact mul_ne_zero (Int.cast_ne_zero.mpr hp) pi_ne_zero key.symm
    have h := sum_cos_telescope (N + 1) t
    rw [key, sin_sub, sin_int_mul_pi] at h
    rw [e]
    apply mul_left_cancel₀ hs
    linear_combination h / 2
  have prod : ∀ n ∈ Finset.range (N + 1), sin (n * (j * π / ((N : ℝ) + 1))) *
      sin (n * (k * π / ((N : ℝ) + 1))) =
      (cos (n * (((j - k : ℤ) : ℝ) * π / ((N : ℝ) + 1))) -
        cos (n * (((j + k : ℤ) : ℝ) * π / ((N : ℝ) + 1)))) / 2 := by
    intro n _
    have a : (n : ℝ) * (((j - k : ℤ) : ℝ) * π / ((N : ℝ) + 1)) =
        n * (j * π / ((N : ℝ) + 1)) - n * (k * π / ((N : ℝ) + 1)) := by push_cast; ring
    have b : (n : ℝ) * (((j + k : ℤ) : ℝ) * π / ((N : ℝ) + 1)) =
        n * (j * π / ((N : ℝ) + 1)) + n * (k * π / ((N : ℝ) + 1)) := by push_cast; ring
    rw [a, b, cos_sub, cos_add]
    ring
  have parity : cos (((j + k : ℤ) : ℝ) * π) = cos (((j - k : ℤ) : ℝ) * π) := by
    rw [← cos_add_nat_mul_two_pi (((j - k : ℤ) : ℝ) * π) k]
    congr 1
    push_cast
    ring
  rw [Finset.sum_congr rfl prod, ← Finset.sum_div, Finset.sum_sub_distrib,
    grid (j + k) (by omega) (by omega) (by omega), parity]
  by_cases h : j = k
  · subst h
    simp
  · rw [grid (j - k) (by omega) (by omega) (by omega), if_neg h, sub_self, zero_div]
```

To obtain $U^2=1$, the vanishing term $n=0$ is split off and the rest is matched with the matrix product.

```lean
/-- The sine transform is its own inverse. -/
theorem sineTransform_mul_self (N : ℕ) : sineTransform N * sineTransform N = 1 := by
  ext j k
  have s : √(2 / ((N : ℝ) + 1)) * √(2 / ((N : ℝ) + 1)) = 2 / ((N : ℝ) + 1) :=
    Real.mul_self_sqrt (by positivity)
  have h := discrete_orthogonality N (j + 1) (k + 1) (by omega) (by omega) (by omega) (by omega)
  rw [Finset.sum_range_succ', Finset.sum_range] at h
  simp only [Nat.cast_zero, zero_mul, sin_zero, add_zero] at h
  have e : ∀ n : Fin N, sineTransform N j n * sineTransform N n k = 2 / ((N : ℝ) + 1) *
      (sin (((n + 1 : ℕ) : ℝ) * (((j + 1 : ℕ) : ℝ) * π / ((N : ℝ) + 1))) *
        sin (((n + 1 : ℕ) : ℝ) * (((k + 1 : ℕ) : ℝ) * π / ((N : ℝ) + 1)))) := by
    intro n
    rw [← s]
    simp only [sineTransform, Matrix.of_apply]
    push_cast
    ring_nf
  rw [Matrix.mul_apply, Matrix.one_apply, Finset.sum_congr rfl (fun n _ => e n),
    ← Finset.mul_sum, h]
  by_cases hjk : j = k
  · rw [if_pos hjk, if_pos (by rw [hjk])]
    field_simp
  · rw [if_neg hjk, if_neg (fun q => hjk (Fin.ext (by omega))), mul_zero]
```

## Diagonalization and localization

The column of $U$ is now continued to the walls and passed to `cosMatrix_sum`. The addition formulas turn the average into $\cos(\pi x_j)$ times the entry, which is $XU=UD$.

```lean
/-- Each column of the sine transform is an eigenvector of the matrix of `cos(πx)`, with
eigenvalue `cos(πx_j)` at the grid point `x_j`. -/
theorem cosMatrix_mul_sineTransform (N : ℕ) :
    cosMatrix N * sineTransform N =
      sineTransform N * Matrix.diagonal (fun j => cos (π * gridPoint N j)) := by
  ext m j
  have hN : (N : ℝ) + 1 ≠ 0 := by positivity
  -- the column, continued to the two walls, where it vanishes
  have key := cosMatrix_sum N (fun i => √(2 / ((N : ℝ) + 1)) *
    sin (π * (i : ℝ) * (((j : ℕ) : ℝ) + 1) / ((N : ℝ) + 1))) (by simp) (by
      have a : π * ((N + 1 : ℕ) : ℝ) * (((j : ℕ) : ℝ) + 1) / ((N : ℝ) + 1) =
          ((j + 1 : ℕ) : ℝ) * π := by push_cast; field_simp
      simp only [a, sin_nat_mul_pi, mul_zero]) m
  have a2 : π * ((m + 2 : ℕ) : ℝ) * (((j : ℕ) : ℝ) + 1) / ((N : ℝ) + 1) =
      π * (((m : ℕ) : ℝ) + 1) * (((j : ℕ) : ℝ) + 1) / ((N : ℝ) + 1) + π * gridPoint N j := by
    unfold gridPoint; push_cast; ring
  have a0 : π * ((m : ℕ) : ℝ) * (((j : ℕ) : ℝ) + 1) / ((N : ℝ) + 1) =
      π * (((m : ℕ) : ℝ) + 1) * (((j : ℕ) : ℝ) + 1) / ((N : ℝ) + 1) - π * gridPoint N j := by
    unfold gridPoint; ring
  simp only [a2, a0, sin_add, sin_sub] at key
  simp only [Nat.cast_add, Nat.cast_one] at key
  rw [Matrix.mul_diagonal, Matrix.mul_apply]
  simp only [sineTransform, Matrix.of_apply]
  rw [key]
  ring
```

The main theorem collects symmetry, orthogonality and $UXU=D$ for every `N`.

```lean
/-- Sine DVR: the sine transform is symmetric and orthogonal, and it brings the matrix of
`cos(πx)` to diagonal form with the values of `cos(πx)` at the grid points. -/
theorem sine_dvr (N : ℕ) :
    (sineTransform N).transpose = sineTransform N ∧
    sineTransform N * (sineTransform N).transpose = 1 ∧
    sineTransform N * cosMatrix N * sineTransform N =
      Matrix.diagonal (fun j => cos (π * gridPoint N j)) := by
  have symm : (sineTransform N).transpose = sineTransform N := by
    ext j k
    simp only [Matrix.transpose_apply, sineTransform, Matrix.of_apply]
    rw [mul_right_comm π]
  refine ⟨symm, by rw [symm, sineTransform_mul_self], ?_⟩
  rw [mul_assoc, cosMatrix_mul_sineTransform, ← mul_assoc, sineTransform_mul_self, one_mul]
```

In one-dimensional vibrational or wavepacket calculations with hard walls, a sine DVR represents a potential by its values at these points. The theorem shows this to be exact for the truncated matrix of $\cos(\pi x)$, but it covers neither general potentials nor the kinetic energy. For $\cos^2(\pi x)$ with $N=2$, the exact matrix in the box basis has last diagonal entry $\tfrac12$, whereas the grid values, transformed back to that basis, give $(UD^2U)_{22}=(X^2)_{22}=\tfrac14$.

The final theorem evaluates $\chi_j$ at the grid points, by writing the values of the box functions there as $\sqrt{N+1}$ times entries of $U$ and applying $U^2=1$. It makes no statement about $\chi_j$ between the points.

```lean
/-- The DVR function `χ_j` equals `√(N+1)` at its own grid point and vanishes at all the
others. -/
theorem dvrFunction_gridPoint (N : ℕ) (j k : Fin N) :
    dvrFunction N j (gridPoint N k) = if j = k then √((N : ℝ) + 1) else 0 := by
  have s : √((N : ℝ) + 1) * √(2 / ((N : ℝ) + 1)) = √2 := by
    rw [← Real.sqrt_mul (by positivity)]
    congr 1
    field_simp
  -- the value of a box function at a grid point is √(N+1) times an entry of the sine transform
  have e : ∀ n : Fin N, sineBasis ((n : ℕ) + 1) (gridPoint N k) =
      √((N : ℝ) + 1) * sineTransform N n k := by
    intro n
    have a : ((n + 1 : ℕ) : ℝ) * π * gridPoint N k =
        π * (((n : ℕ) : ℝ) + 1) * (((k : ℕ) : ℝ) + 1) / ((N : ℝ) + 1) := by
      unfold gridPoint; push_cast; ring
    simp only [sineBasis, sineTransform, Matrix.of_apply]
    rw [a, ← mul_assoc, s]
  have h := congrFun (congrFun (sineTransform_mul_self N) j) k
  rw [Matrix.mul_apply, Matrix.one_apply] at h
  calc dvrFunction N j (gridPoint N k)
      = √((N : ℝ) + 1) * ∑ n : Fin N, sineTransform N j n * sineTransform N n k := by
        rw [dvrFunction, Finset.mul_sum]
        apply Finset.sum_congr rfl
        intro n _
        rw [e]
        ring
    _ = if j = k then √((N : ℝ) + 1) else 0 := by
        rw [h, mul_ite, mul_one, mul_zero]

end

end SineDVR
```

```lean
#print axioms SineDVR.sine_dvr
#print axioms SineDVR.dvrFunction_gridPoint
```

```
'SineDVR.sine_dvr' depends on axioms: [propext, Classical.choice, Quot.sound]
'SineDVR.dvrFunction_gridPoint' depends on axioms: [propext, Classical.choice, Quot.sound]
```
